# A periodic lead with m orbitals per cell has m independent evanescent modes at every non-real energy

One way to build the self-energy of a semi-infinite lead at energy $z=E+i\eta$ is to collect linearly independent solutions that decay into the lead, one for each orbital in the unit cell. For a non-interacting periodic lead with orthonormal orbitals, a Hermitian cell Hamiltonian and hopping between neighbouring cells only, that many solutions exist whenever $\eta\neq0$.

In Lean 4 with Mathlib:

```lean
import Mathlib

open Filter Topology Finset

namespace EvanescentLeadModes

noncomputable section

variable {V : Type*} [NormedAddCommGroup V] [InnerProductSpace ℂ V] [FiniteDimensional ℂ V]
  {T h : V →ₗ[ℂ] V} {z : ℂ} {ψ : ℕ → V}

/-- The amount by which `ψ` fails the Schrödinger equation of the lead in cell `n + 1`:
`T ψ_(n+2) + T† ψ_n + h ψ_(n+1) - z ψ_(n+1)`. -/
def bulkDefect (T h : V →ₗ[ℂ] V) (z : ℂ) : (ℕ → V) →ₗ[ℂ] (ℕ → V) where
  toFun ψ n := T (ψ (n + 2)) + LinearMap.adjoint T (ψ n) + h (ψ (n + 1)) - z • ψ (n + 1)
  map_add' a b := by
    funext n
    simp only [Pi.add_apply, map_add, smul_add]
    abel
  map_smul' c a := by
    funext n
    simp only [Pi.smul_apply, map_smul, RingHom.id_apply]
    module

/-- The evanescent modes: square-summable sequences of cell amplitudes that solve the
Schrödinger equation in every cell `n ≥ 1`. -/
def evanescentModes (T h : V →ₗ[ℂ] V) (z : ℂ) : Submodule ℂ (ℕ → V) where
  carrier := {ψ | (∀ n, bulkDefect T h z ψ n = 0) ∧ Summable fun n => ‖ψ n‖ ^ 2}
  zero_mem' := ⟨fun n => by simp, by simp⟩
  add_mem' := by
    rintro a b ⟨ha, sa⟩ ⟨hb, sb⟩
    refine ⟨fun n => by rw [map_add, Pi.add_apply, ha, hb, add_zero], ?_⟩
    refine Summable.of_nonneg_of_le (fun n => sq_nonneg _) (fun n => ?_) ((sa.add sb).mul_left 2)
    change ‖a n + b n‖ ^ 2 ≤ 2 * (‖a n‖ ^ 2 + ‖b n‖ ^ 2)
    have := pow_le_pow_left₀ (norm_nonneg _) (norm_add_le (a n) (b n)) 2
    nlinarith [sq_nonneg (‖a n‖ - ‖b n‖)]
  smul_mem' := by
    rintro c a ⟨ha, sa⟩
    refine ⟨fun n => by rw [map_smul, Pi.smul_apply, ha, smul_zero], ?_⟩
    simpa only [Pi.smul_apply, norm_smul, mul_pow] using sa.mul_left (‖c‖ ^ 2)

/-- The current on the bond between cells `n` and `n + 1`, in the form `Im ⟨ψ_n, T ψ_(n+1)⟩`. -/
def bondCurrent (T : V →ₗ[ℂ] V) (ψ : ℕ → V) (n : ℕ) : ℝ :=
  (inner ℂ (ψ n) (T (ψ (n + 1)))).im

/-- Local balance: for Hermitian `h`, where the Schrödinger equation holds in a cell, the currents
on its two bonds differ by `Im z` times the density in the cell. -/
theorem current_balance (hh : h.IsSymmetric) {n : ℕ} (e : bulkDefect T h z ψ n = 0) :
    bondCurrent T ψ (n + 1) - bondCurrent T ψ n = z.im * ‖ψ (n + 1)‖ ^ 2 := by
  have e' : T (ψ (n + 2)) + LinearMap.adjoint T (ψ n) + h (ψ (n + 1)) = z • ψ (n + 1) :=
    sub_eq_zero.mp e
  -- project the equation on the amplitude of the cell and take imaginary parts
  have k := congrArg (fun x => (inner ℂ (ψ (n + 1)) x).im) e'
  simp only [inner_add_right, inner_smul_right, LinearMap.adjoint_inner_right,
    Complex.add_im] at k
  have hre : (inner ℂ (ψ (n + 1)) (ψ (n + 1))).re = ‖ψ (n + 1)‖ ^ 2 :=
    inner_self_eq_norm_sq (𝕜 := ℂ) _
  have him : (inner ℂ (ψ (n + 1)) (ψ (n + 1))).im = 0 := inner_self_im (𝕜 := ℂ) _
  have hc : (inner ℂ (T (ψ (n + 1))) (ψ n)).im = -(inner ℂ (ψ n) (T (ψ (n + 1)))).im := by
    rw [← inner_conj_symm (T (ψ (n + 1))) (ψ n), Complex.conj_im]
  have hs : (inner ℂ (ψ (n + 1)) (h (ψ (n + 1)))).im = 0 := by
    have q := congrArg Complex.im (inner_conj_symm (ψ (n + 1)) (h (ψ (n + 1))))
    rw [hh, Complex.conj_im] at q
    linarith
  rw [Complex.mul_im, hre, him, hc, hs] at k
  change (inner ℂ (ψ (n + 1)) (T (ψ (n + 2)))).im - (inner ℂ (ψ n) (T (ψ (n + 1)))).im = _
  linarith

/-- Balance over `N` cells in which the Schrödinger equation with Hermitian `h` holds. -/
theorem current_sum (hh : h.IsSymmetric) {N : ℕ} (e : ∀ n < N, bulkDefect T h z ψ n = 0) :
    bondCurrent T ψ N - bondCurrent T ψ 0 = z.im * ∑ n ∈ range N, ‖ψ (n + 1)‖ ^ 2 := by
  rw [← Finset.sum_range_sub (bondCurrent T ψ), Finset.mul_sum]
  exact Finset.sum_congr rfl fun n hn => current_balance hh (e n (Finset.mem_range.mp hn))

/-- For Hermitian `h`, the surface current of an evanescent mode is minus `Im z` times its total
density in the cells `n ≥ 1`. -/
theorem evanescent_flux (hh : h.IsSymmetric) (hψ : ψ ∈ evanescentModes T h z) :
    HasSum (fun n => z.im * ‖ψ (n + 1)‖ ^ 2) (-bondCurrent T ψ 0) := by
  have s : Summable fun n => z.im * ‖ψ (n + 1)‖ ^ 2 :=
    ((summable_nat_add_iff (f := fun n => ‖ψ n‖ ^ 2) 1).mpr hψ.2).mul_left _
  have t0 : Tendsto ψ atTop (𝓝 0) := by
    rw [tendsto_zero_iff_norm_tendsto_zero]
    have q := (Real.continuous_sqrt.tendsto 0).comp hψ.2.tendsto_atTop_zero
    simpa [Function.comp_def] using q
  -- the current dies out deep in the lead
  have tJ : Tendsto (bondCurrent T ψ) atTop (𝓝 0) := by
    have i := Filter.Tendsto.inner (𝕜 := ℂ) t0
      ((T.continuous_of_finiteDimensional.tendsto 0).comp (t0.comp (tendsto_add_atTop_nat 1)))
    have j := (Complex.continuous_im.tendsto _).comp i
    have e : (inner ℂ (0 : V) (T 0)).im = 0 := by simp
    rw [e] at j
    exact j
  have p : Tendsto (fun N => ∑ n ∈ range N, z.im * ‖ψ (n + 1)‖ ^ 2) atTop
      (𝓝 (-bondCurrent T ψ 0)) := by
    have q := tJ.sub_const (bondCurrent T ψ 0)
    rw [zero_sub] at q
    refine q.congr fun N => ?_
    rw [current_sum hh (fun n _ => hψ.1 n), Finset.mul_sum]
  exact (tendsto_nhds_unique s.hasSum.tendsto_sum_nat p) ▸ s.hasSum

/-- A lead of `N` cells closed by a hard wall has, for Hermitian `h` and non-real `z`, a solution
with any prescribed surface amplitude `v`. -/
theorem hard_wall (hh : h.IsSymmetric) (hz : z.im ≠ 0) (v : V) (N : ℕ) :
    ∃ ψ : ℕ → V, ψ 0 = v ∧ (∀ k, N < k → ψ k = 0) ∧ ∀ n < N, bulkDefect T h z ψ n = 0 := by
  -- place `N` amplitudes in the cells `1, ..., N`
  let emb : (Fin N → V) →ₗ[ℂ] (ℕ → V) := LinearMap.pi fun k =>
    if hk : 0 < k ∧ k - 1 < N then LinearMap.proj (φ := fun _ : Fin N => V) ⟨k - 1, hk.2⟩ else 0
  have emb0 : ∀ φ, emb φ 0 = 0 := fun φ => by simp [emb]
  have embw : ∀ φ k, N < k → emb φ k = 0 := by
    intro φ k hk
    have hn : ¬(0 < k ∧ k - 1 < N) := by omega
    simp only [emb, LinearMap.pi_apply, dif_neg hn, LinearMap.zero_apply]
  have embs : ∀ φ (i : Fin N), emb φ ((i : ℕ) + 1) = φ i := by
    intro φ i
    have hi : 0 < (i : ℕ) + 1 ∧ (i : ℕ) + 1 - 1 < N := ⟨by omega, by have := i.isLt; omega⟩
    have e : emb φ ((i : ℕ) + 1) = φ ⟨(i : ℕ) + 1 - 1, hi.2⟩ := by
      simp only [emb, LinearMap.pi_apply, dif_pos hi, LinearMap.proj_apply]
    exact e
  let L : (Fin N → V) →ₗ[ℂ] (Fin N → V) :=
    LinearMap.funLeft ℂ V (fun i : Fin N => (i : ℕ)) ∘ₗ bulkDefect T h z ∘ₗ emb
  -- no current enters or leaves, so the homogeneous problem has only the zero solution
  have hL : Function.Injective L := by
    rw [← LinearMap.ker_eq_bot, LinearMap.ker_eq_bot']
    intro φ hφ
    have b := current_sum (T := T) (z := z) hh (ψ := emb φ) (N := N)
      (fun n hn => congrFun hφ ⟨n, hn⟩)
    have j0 : bondCurrent T (emb φ) 0 = 0 := by simp [bondCurrent, emb0]
    have jN : bondCurrent T (emb φ) N = 0 := by
      simp [bondCurrent, embw φ (N + 1) (Nat.lt_succ_self N)]
    rw [jN, j0, sub_zero] at b
    have s := (Finset.sum_eq_zero_iff_of_nonneg
      (fun n _ => sq_nonneg ‖emb φ (n + 1)‖)).mp ((mul_eq_zero.mp b.symm).resolve_left hz)
    funext i
    have q := s i (Finset.mem_range.mpr i.isLt)
    rw [embs] at q
    simpa using q
  obtain ⟨φ, hφ⟩ := (LinearMap.injective_iff_surjective.mp hL)
    (fun i => -bulkDefect T h z (Pi.single 0 v) i)
  refine ⟨Pi.single 0 v + emb φ, by simp [emb0], fun k hk => ?_, fun n hn => ?_⟩
  · rw [Pi.add_apply, embw φ k hk, Pi.single_eq_of_ne (by omega), add_zero]
  · have e : bulkDefect T h z (emb φ) n = -bulkDefect T h z (Pi.single 0 v) n :=
      congrFun hφ ⟨n, hn⟩
    rw [map_add, Pi.add_apply, e, add_neg_cancel]

/-- For Hermitian `h`, the density of a hard-wall solution in the cells `n ≥ 1`, times `(Im z)²`,
is at most `‖T† ψ_0‖²`, whatever the length `N` of the lead. -/
theorem hard_wall_bound (hh : h.IsSymmetric) {N : ℕ} (hw : ∀ k, N < k → ψ k = 0)
    (e : ∀ n < N, bulkDefect T h z ψ n = 0) (M : ℕ) :
    z.im ^ 2 * ∑ n ∈ range M, ‖ψ (n + 1)‖ ^ 2 ≤ ‖LinearMap.adjoint T (ψ 0)‖ ^ 2 := by
  have b := current_sum hh e
  have jN : bondCurrent T ψ N = 0 := by simp [bondCurrent, hw (N + 1) (Nat.lt_succ_self N)]
  have mono : ∀ M, ∑ n ∈ range M, ‖ψ (n + 1)‖ ^ 2 ≤ ∑ n ∈ range N, ‖ψ (n + 1)‖ ^ 2 := by
    intro M
    calc ∑ n ∈ range M, ‖ψ (n + 1)‖ ^ 2 ≤ ∑ n ∈ range (N + M), ‖ψ (n + 1)‖ ^ 2 :=
          Finset.sum_le_sum_of_subset_of_nonneg (Finset.range_mono (by omega))
            (fun _ _ _ => sq_nonneg _)
      _ = ∑ n ∈ range N, ‖ψ (n + 1)‖ ^ 2 := by
          refine (Finset.sum_subset (Finset.range_mono (by omega)) fun k _ hk => ?_).symm
          rw [Finset.mem_range] at hk
          rw [hw (k + 1) (by omega)]
          simp
  have h1 := mono 1
  rw [Finset.sum_range_one, zero_add] at h1
  -- Cauchy-Schwarz for the surface current
  have hJ : |bondCurrent T ψ 0| ≤ ‖LinearMap.adjoint T (ψ 0)‖ * ‖ψ 1‖ := by
    have q : bondCurrent T ψ 0 = (inner ℂ (LinearMap.adjoint T (ψ 0)) (ψ 1)).im := by
      rw [LinearMap.adjoint_inner_left]
      rfl
    rw [q]
    exact (Complex.abs_im_le_norm _).trans (norm_inner_le_norm _ _)
  have hJ2 := pow_le_pow_left₀ (abs_nonneg _) hJ 2
  rw [sq_abs, mul_pow] at hJ2
  refine (mul_le_mul_of_nonneg_left (mono M) (sq_nonneg _)).trans ?_
  have hS : 0 ≤ ∑ n ∈ range N, ‖ψ (n + 1)‖ ^ 2 := Finset.sum_nonneg fun _ _ => sq_nonneg _
  generalize ∑ n ∈ range N, ‖ψ (n + 1)‖ ^ 2 = S at *
  rcases hS.eq_or_lt with h0 | hpos
  · rw [← h0, mul_zero]
    positivity
  · refine le_of_mul_le_mul_right ?_ hpos
    have hb : bondCurrent T ψ 0 = -(z.im * S) := by linarith
    rw [hb] at hJ2
    have := mul_le_mul_of_nonneg_left h1 (sq_nonneg ‖LinearMap.adjoint T (ψ 0)‖)
    nlinarith

/-- For Hermitian `h` and non-real `z`, every surface amplitude `v` continues to an evanescent
mode of the infinite lead. -/
theorem exists_mode (hh : h.IsSymmetric) (hz : z.im ≠ 0) (v : V) :
    ∃ ψ ∈ evanescentModes T h z, ψ 0 = v := by
  have : ProperSpace V := FiniteDimensional.proper ℂ V
  have hy : 0 < z.im ^ 2 := by positivity
  let K : ℕ → Set (ℕ → V) := fun N => {ψ | ψ 0 = v ∧ (∀ n < N, bulkDefect T h z ψ n = 0) ∧
    ∀ M, z.im ^ 2 * ∑ n ∈ range M, ‖ψ (n + 1)‖ ^ 2 ≤ ‖LinearMap.adjoint T v‖ ^ 2}
  have c : ∀ n, Continuous fun ψ : ℕ → V => bulkDefect T h z ψ n := fun n =>
    (((T.continuous_of_finiteDimensional.comp (continuous_apply (n + 2))).add
      ((LinearMap.adjoint T).continuous_of_finiteDimensional.comp (continuous_apply n))).add
      (h.continuous_of_finiteDimensional.comp (continuous_apply (n + 1)))).sub
      ((continuous_apply (n + 1)).const_smul z)
  have hcl : ∀ N, IsClosed (K N) := by
    intro N
    simp only [K, Set.ofPred_and, Set.ofPred_forall]
    exact (isClosed_eq (continuous_apply 0) continuous_const).inter
      ((isClosed_iInter fun n => isClosed_iInter fun _ => isClosed_eq (c n) continuous_const).inter
        (isClosed_iInter fun M => isClosed_le (by fun_prop) continuous_const))
  have hK : IsCompact (K 0) := by
    refine IsCompact.of_isClosed_subset (isCompact_univ_pi fun _ : ℕ => isCompact_closedBall (0 : V)
      (‖v‖ + (1 + ‖LinearMap.adjoint T v‖ ^ 2 / z.im ^ 2))) (hcl 0) ?_
    intro ψ hψ k _
    rw [mem_closedBall_zero_iff]
    have hq : 0 ≤ ‖LinearMap.adjoint T v‖ ^ 2 / z.im ^ 2 := by positivity
    cases k with
    | zero =>
      rw [hψ.1]
      linarith
    | succ k =>
      have h1 := Finset.single_le_sum (f := fun n => ‖ψ (n + 1)‖ ^ 2)
        (fun _ _ => sq_nonneg _) (Finset.self_mem_range_succ k)
      have h2 : ‖ψ (k + 1)‖ ^ 2 ≤ ‖LinearMap.adjoint T v‖ ^ 2 / z.im ^ 2 := by
        rw [le_div_iff₀ hy, mul_comm]
        exact (mul_le_mul_of_nonneg_left h1 hy.le).trans (hψ.2.2 (k + 1))
      nlinarith [sq_nonneg (‖ψ (k + 1)‖ - 1), norm_nonneg v]
  -- longer and longer leads give nested, non-empty compact sets
  obtain ⟨ψ, hψ⟩ := IsCompact.nonempty_iInter_of_sequence_nonempty_isCompact_isClosed K
    (fun N ψ hψ => ⟨hψ.1, fun n hn => hψ.2.1 n (by omega), hψ.2.2⟩)
    (fun N => by
      obtain ⟨ψ, h0, hw, e⟩ := hard_wall (T := T) hh hz v N
      exact ⟨ψ, h0, e, fun M => h0 ▸ hard_wall_bound hh hw e M⟩) hK hcl
  rw [Set.mem_iInter] at hψ
  refine ⟨ψ, ⟨fun n => (hψ (n + 1)).2.1 n (Nat.lt_succ_self n), ?_⟩, (hψ 0).1⟩
  refine (summable_nat_add_iff (f := fun n => ‖ψ n‖ ^ 2) 1).mp
    (summable_of_sum_range_le (c := ‖LinearMap.adjoint T v‖ ^ 2 / z.im ^ 2)
      (fun _ => sq_nonneg _) fun M => ?_)
  rw [le_div_iff₀ hy, mul_comm]
  exact (hψ 0).2.2 M

/-- For Hermitian `h`, any hopping `T` and non-real `z`, the evanescent modes form a space whose
dimension is the number of orbitals in a cell. -/
theorem finrank_evanescentModes (hh : h.IsSymmetric) (hz : z.im ≠ 0) :
    Module.finrank ℂ (evanescentModes T h z) = Module.finrank ℂ V := by
  -- reading off the surface amplitude is a linear bijection
  let S : evanescentModes T h z →ₗ[ℂ] V :=
    LinearMap.proj (φ := fun _ : ℕ => V) 0 ∘ₗ (evanescentModes T h z).subtype
  have inj : Function.Injective S := by
    rw [← LinearMap.ker_eq_bot, LinearMap.ker_eq_bot']
    rintro ⟨ψ, hψ⟩ h0
    have h0' : ψ 0 = 0 := h0
    have f := (evanescent_flux hh hψ).mul_left z.im
    have j0 : bondCurrent T ψ 0 = 0 := by simp [bondCurrent, h0']
    rw [j0, neg_zero, mul_zero] at f
    have g := (hasSum_zero_iff_of_nonneg (fun n => by
      change 0 ≤ z.im * (z.im * ‖ψ (n + 1)‖ ^ 2)
      rw [← mul_assoc]
      exact mul_nonneg (mul_self_nonneg _) (sq_nonneg _))).mp f
    apply Subtype.ext
    funext k
    cases k with
    | zero => exact h0'
    | succ k => simpa [hz] using congrFun g k
  have surj : Function.Surjective S := fun v => by
    obtain ⟨ψ, hψ, h0⟩ := exists_mode (T := T) hh hz v
    exact ⟨⟨ψ, hψ⟩, h0⟩
  exact (LinearEquiv.ofBijective S ⟨inj, surj⟩).finrank_eq

/-- In matrix form, the evanescent modes are the square-summable solutions of
`T ψ_(n+2) + Tᴴ ψ_n + h ψ_(n+1) = z ψ_(n+1)` for all `n ≥ 0`. -/
theorem mem_modes_matrix {m : ℕ} (T h : Matrix (Fin m) (Fin m) ℂ) (z : ℂ)
    (ψ : ℕ → EuclideanSpace ℂ (Fin m)) :
    ψ ∈ evanescentModes (Matrix.toEuclideanLin T) (Matrix.toEuclideanLin h) z ↔
      (∀ n, Matrix.toEuclideanLin T (ψ (n + 2)) + Matrix.toEuclideanLin T.conjTranspose (ψ n)
        + Matrix.toEuclideanLin h (ψ (n + 1)) = z • ψ (n + 1)) ∧
      Summable fun n => ‖ψ n‖ ^ 2 := by
  rw [Matrix.toEuclideanLin_conjTranspose_eq_adjoint]
  exact and_congr (forall_congr' fun n => sub_eq_zero) Iff.rfl

/-- A lead with `m` orbitals per cell, Hermitian `m × m` matrix `h` and any hopping matrix `T` has
exactly `m` linearly independent evanescent modes at each non-real `z`. -/
theorem finrank_modes_matrix {m : ℕ} (T h : Matrix (Fin m) (Fin m) ℂ) (hh : h.IsHermitian)
    (hz : z.im ≠ 0) : Module.finrank ℂ
      (evanescentModes (Matrix.toEuclideanLin T) (Matrix.toEuclideanLin h) z) = m := by
  have hs : (Matrix.toEuclideanLin h).IsSymmetric := fun x y => by
    rw [← LinearMap.adjoint_inner_right, ← Matrix.toEuclideanLin_conjTranspose_eq_adjoint, hh.eq]
  rw [finrank_evanescentModes hs hz, finrank_euclideanSpace_fin]

/-- At the real energy `z = 0`, the chain with one orbital per cell, `T = 1` and `h = 0` has no
evanescent mode except zero. -/
theorem no_modes_at_band_centre :
    evanescentModes (LinearMap.id : ℂ →ₗ[ℂ] ℂ) 0 0 = ⊥ := by
  rw [Submodule.eq_bot_iff]
  intro ψ hψ
  have ad : ∀ x : ℂ, LinearMap.adjoint (LinearMap.id : ℂ →ₗ[ℂ] ℂ) x = x := fun x => by
    apply ext_inner_right ℂ
    intro y
    rw [LinearMap.adjoint_inner_left]
    rfl
  have step : ∀ n, ‖ψ (n + 2)‖ = ‖ψ n‖ := fun n => by
    have e : ψ (n + 2) + LinearMap.adjoint (LinearMap.id : ℂ →ₗ[ℂ] ℂ) (ψ n) + 0
      - (0 : ℂ) • ψ (n + 1) = 0 := hψ.1 n
    rw [ad, zero_smul, sub_zero, add_zero] at e
    rw [eq_neg_of_add_eq_zero_left e, norm_neg]
  funext n
  -- the modulus repeats every second cell, yet must tend to zero
  have const : ∀ k, ‖ψ (n + 2 * k)‖ = ‖ψ n‖ := fun k => by
    induction k with
    | zero => rfl
    | succ k ih => exact (step (n + 2 * k)).trans ih
  have g : Tendsto (fun k : ℕ => n + 2 * k) atTop atTop :=
    tendsto_atTop_mono (fun k => by change k ≤ n + 2 * k; omega) tendsto_id
  have c : Tendsto (fun _ : ℕ => ‖ψ n‖ ^ 2) atTop (𝓝 0) :=
    (hψ.2.tendsto_atTop_zero.comp g).congr fun k => by
      simp only [Function.comp_apply, const k]
  have q := tendsto_nhds_unique tendsto_const_nhds c
  simpa using q

end

end EvanescentLeadModes
```

```lean
#print axioms EvanescentLeadModes.mem_modes_matrix
-- 'EvanescentLeadModes.mem_modes_matrix' depends on axioms: [propext, Classical.choice, Quot.sound]
#print axioms EvanescentLeadModes.finrank_modes_matrix
-- 'EvanescentLeadModes.finrank_modes_matrix' depends on axioms: [propext, Classical.choice, Quot.sound]
#print axioms EvanescentLeadModes.no_modes_at_band_centre
-- 'EvanescentLeadModes.no_modes_at_band_centre' depends on axioms: [propext, Classical.choice, Quot.sound]
```

## The lead and its modes

The amplitude $\psi_n$ of cell $n$ lies in `V`, a finite-dimensional complex inner-product space with one dimension per orbital; the orbitals are orthonormal. Cell 0 is the surface, where no equation is imposed. In every later cell,

$$T\psi_{n+2}+T^\dagger\psi_n+h\psi_{n+1}=z\psi_{n+1},\qquad n\ge0.$$

`bulkDefect` at index `n` is the left side minus the right, so it refers to cell $n+1$. The hypothesis `h.IsSymmetric` says that $h$ is Hermitian, and `z.im ≠ 0` that $z$ is non-real. The hopping $T$ is arbitrary and may be singular.

`evanescentModes` is the space of all solutions with $\sum_n\|\psi_n\|^2<\infty$. The name is wider than in textbooks in two ways. First, it covers solutions that decay only because $z$ is non-real and become propagating waves as $\eta\to0^+$, so the count is not one of non-propagating channels at a real energy. Second, a textbook mode usually has the form $\lambda^n u$. Solutions of that form can span less than the whole space, even if $\lambda=0$ is allowed (with $0^0=1$). Take two orbitals $e_1,e_2$ with $h=0$, $Te_1=e_2$ and $Te_2=0$. At non-real $z$ the sequence $e_2,\ e_1/z,\ 0,\ 0,\dots$ is an evanescent mode in the present sense, but it is not a sum of solutions $\lambda^n u$. The theorems count the dimension of the whole space.

`finrank_evanescentModes` states that this space has the dimension of `V`. `finrank_modes_matrix` gives the value $m$ for $m\times m$ matrices, and `mem_modes_matrix` writes out the equation with $T^{\mathsf H}$.

Scattering at a real energy corresponds to the limit $\eta\to0^+$, which the hypotheses do not reach. At $z=0$ with $T=1$, $h=0$ and one orbital per cell, the equation gives $\psi_{n+2}=-\psi_n$. The modulus repeats every second cell, so a square-summable solution is zero (`no_modes_at_band_centre`). The count therefore fails at some real energies.

## Current balance makes the surface amplitude decisive

Let $J_n=\operatorname{Im}\langle\psi_n,T\psi_{n+1}\rangle$, which is `bondCurrent`. It equals $\hbar/2$ times the particle current towards the surface. Take the inner product of the equation with $\psi_{n+1}$ and then imaginary parts. The $h$ term is real, and $\operatorname{Im}\langle\psi_{n+1},T^\dagger\psi_n\rangle=\operatorname{Im}\langle T\psi_{n+1},\psi_n\rangle=-J_n$. Hence (`current_balance`, summed in `current_sum`)

$$J_{n+1}-J_n=\operatorname{Im}z\,\|\psi_{n+1}\|^2,\qquad J_N-J_0=\operatorname{Im}z\sum_{n<N}\|\psi_{n+1}\|^2.$$

For an evanescent mode $\psi_N\to0$, so $J_N\to0$ and $-J_0=\operatorname{Im}z\sum_{n\ge0}\|\psi_{n+1}\|^2$ (`evanescent_flux`). If $\psi_0=0$, then $J_0=0$ and, since $\operatorname{Im}z\neq0$, every amplitude vanishes. The linear map $\psi\mapsto\psi_0$ is therefore injective.

## Every surface amplitude continues into the lead

Fix $\psi_0=v$ and put a hard wall after cell $N$: $\psi_k=0$ for $k>N$. The equations in cells $1,\dots,N$ form a square linear system for $\psi_1,\dots,\psi_N$. When $v=0$, both $J_0$ and $J_N$ vanish, so for non-real $z$ the balance leaves only the zero solution. An injective square system is solvable for every right-hand side, which is `hard_wall`.

Write $S=\sum_{n<N}\|\psi_{n+1}\|^2$. Since $J_N=0$, the Cauchy–Schwarz inequality gives

$$|\operatorname{Im}z|\,S=|J_0|=|\operatorname{Im}\langle T^\dagger v,\psi_1\rangle|\le\|T^\dagger v\|\,\|\psi_1\|\le\|T^\dagger v\|\sqrt S,$$

and so $(\operatorname{Im}z)^2S\le\|T^\dagger v\|^2$, whatever $N$ is (`hard_wall_bound`).

This bound confines each cell amplitude to a fixed ball, so some subsequence of $N\to\infty$ converges in every cell. Each equation involves three cells and survives the limit, as does the bound on each partial sum. The limit is an evanescent mode with $\psi_0=v$.

`exists_mode` obtains it through nested sets `K N`: sequences with surface amplitude $v$ that obey the bound and the first $N$ equations. They are closed, compact in the product topology and, by the hard-wall solutions, non-empty, so they share a point.

Thus the map $\psi\mapsto\psi_0$ is also surjective. A linear bijection preserves dimension, which gives the count (`finrank_evanescentModes`).
